# Zero-\(S^z\) energies and singlet–triplet gap of the open four-site spin-1/2 Heisenberg chain

For \(H=\mathbf S_0\cdot\mathbf S_1+\mathbf S_1\cdot\mathbf S_2+\mathbf S_2\cdot\mathbf S_3\), with \(J=\hbar=1\), the energies \(E\) at zero total \(S^z\) are

\[
-\tfrac34\pm\tfrac{\sqrt3}{2}\ (S=0),\qquad -\tfrac14,\ -\tfrac14\pm\tfrac1{\sqrt2}\ (S=1),\qquad \tfrac34\ (S=2).
\]

The lowest triplet lies \(\frac{\sqrt3}{2}+\frac12-\frac1{\sqrt2}\approx0.659\) above the lowest singlet. An exact-diagonalisation code can be compared with these values for this one cluster with equal couplings.

## Three equal antiferromagnetic bonds

The coupling \(J=1\) stands for antiferromagnetic exchange, the same on each bond, and sets the energy unit. A `State` assigns a real amplitude to each of the sixteen configurations. Real amplitudes suffice because \(H\), the total \(S^z\) and \(\mathbf S^2\) are all real symmetric matrices, so the real and imaginary parts of a complex eigenstate obey the same equations.

In Lean 4 with Mathlib:

```lean
import Mathlib

open Finset

namespace HeisenbergTetramer

noncomputable section

/-- Real amplitudes on the configurations of four spins 1/2 (`true` is up). -/
abbrev State := (Fin 4 → Bool) → ℝ

/-- The z-component 1/2 or -1/2 of a single spin. -/
def spinZ : Bool → ℝ
  | true => 1 / 2
  | false => -1 / 2

/-- The operator Sz on site `i`. -/
def Sz (i : Fin 4) (ψ : State) : State := fun s => spinZ (s i) * ψ s

/-- The raising operator on site `i`. -/
def Sp (i : Fin 4) (ψ : State) : State :=
  fun s => if s i then ψ (Function.update s i false) else 0

/-- The lowering operator on site `i`. -/
def Sm (i : Fin 4) (ψ : State) : State :=
  fun s => if s i then 0 else ψ (Function.update s i true)
```

`spinDot` is \(S_i^zS_j^z+\frac12(S_i^+S_j^-+S_i^-S_j^+)\). A parallel bond therefore contributes \(+\frac14\), an antiparallel one \(-\frac14\), and antiparallel neighbours are exchanged with amplitude \(\frac12\). The missing bond between sites 3 and 0 matters: closing the ring would change the gap to 1.

```lean
/-- The scalar product of the spin operators on sites `i` and `j`. -/
def spinDot (i j : Fin 4) (ψ : State) : State :=
  fun s => Sz i (Sz j ψ) s + (Sp i (Sm j ψ) s + Sm i (Sp j ψ) s) / 2

/-- The open Heisenberg chain of four sites with J = 1. -/
def chain (ψ : State) : State :=
  fun s => spinDot 0 1 ψ s + spinDot 1 2 ψ s + spinDot 2 3 ψ s

/-- The z-component of the total spin. -/
def totalSz (ψ : State) : State := fun s => ∑ i, Sz i ψ s
```

The double sum in `totalSpinSq` includes \(i=j\), where each site gives \(\frac34\), and counts each pair twice. If the diagonal terms were forgotten, every eigenvalue would drop by 3 and singlets would no longer sit at zero.

```lean
/-- The square of the total spin. -/
def totalSpinSq (ψ : State) : State := fun s => ∑ i, ∑ j, spinDot i j ψ s
```

## A nonzero eigenstate

`ket` lists the amplitudes \(a,b,c,d,e,f\) of \(\uparrow\uparrow\downarrow\downarrow\), \(\uparrow\downarrow\uparrow\downarrow\), \(\uparrow\downarrow\downarrow\uparrow\), \(\downarrow\uparrow\uparrow\downarrow\), \(\downarrow\uparrow\downarrow\uparrow\), \(\downarrow\downarrow\uparrow\uparrow\). Both sets of levels below require `ψ ≠ 0`, since a physical state has nonzero norm. Without this condition every real \(E\) would count as an energy. The derivation uses it whenever an amplitude is divided out.

```lean
/-- The superposition of the six configurations with two spins up and two down. -/
def ket (a b c d e f : ℝ) : State := fun s =>
  match s 0, s 1, s 2, s 3 with
  | true, true, false, false => a
  | true, false, true, false => b
  | true, false, false, true => c
  | false, true, true, false => d
  | false, true, false, true => e
  | false, false, true, true => f
  | _, _, _, _ => 0

/-- The energies of the chain in the sector of zero total Sz. -/
def szZeroLevels : Set ℝ :=
  {E | ∃ ψ : State, ψ ≠ 0 ∧ totalSz ψ = 0 ∧ chain ψ = E • ψ}

/-- The energies of the chain in the sector of zero total Sz with total spin `S`. -/
def levels (S : ℝ) : Set ℝ :=
  {E | ∃ ψ : State, ψ ≠ 0 ∧ totalSz ψ = 0 ∧
    totalSpinSq ψ = (S * (S + 1)) • ψ ∧ chain ψ = E • ψ}
```

The next two lemmas turn equations between states into equations between amplitudes.

```lean
/-- A superposition is `r` times another exactly when each of its six amplitudes is `r` times the
corresponding amplitude of the other. -/
theorem ket_eq_smul_iff {a b c d e f a' b' c' d' e' f' r : ℝ} :
    ket a' b' c' d' e' f' = r • ket a b c d e f ↔
      a' = r * a ∧ b' = r * b ∧ c' = r * c ∧ d' = r * d ∧ e' = r * e ∧ f' = r * f := by
  constructor
  · intro h
    exact ⟨congrFun h ![true, true, false, false], congrFun h ![true, false, true, false],
      congrFun h ![true, false, false, true], congrFun h ![false, true, true, false],
      congrFun h ![false, true, false, true], congrFun h ![false, false, true, true]⟩
  · rintro ⟨rfl, rfl, rfl, rfl, rfl, rfl⟩
    funext s
    cases h0 : s 0 <;> cases h1 : s 1 <;> cases h2 : s 2 <;> cases h3 : s 3 <;>
      simp [ket, h0, h1, h2, h3]

/-- A superposition vanishes exactly when its six amplitudes vanish. -/
theorem ket_eq_zero_iff {a b c d e f : ℝ} :
    ket a b c d e f = 0 ↔ a = 0 ∧ b = 0 ∧ c = 0 ∧ d = 0 ∧ e = 0 ∧ f = 0 := by
  rw [← zero_smul ℝ (ket 0 0 0 0 0 0), ket_eq_smul_iff]
  simp only [mul_zero]
```

## Zero total \(S^z\)

This condition means two spins up and two down. The proof checks all sixteen configurations: either the spin sum vanishes, or the amplitude must.

```lean
/-- The states of zero total Sz are the superpositions of the six configurations with two spins up
and two down. -/
theorem totalSz_eq_zero_iff {ψ : State} :
    totalSz ψ = 0 ↔ ∃ a b c d e f, ψ = ket a b c d e f := by
  constructor
  · intro h
    refine ⟨ψ ![true, true, false, false], ψ ![true, false, true, false],
      ψ ![true, false, false, true], ψ ![false, true, true, false],
      ψ ![false, true, false, true], ψ ![false, false, true, true], ?_⟩
    funext s
    have hs := congrFun h s
    have es : s = ![s 0, s 1, s 2, s 3] := by
      funext i
      fin_cases i <;> rfl
    -- either the configuration is one of the six, or its amplitude vanishes
    cases h0 : s 0 <;> cases h1 : s 1 <;> cases h2 : s 2 <;> cases h3 : s 3 <;>
      rw [h0, h1, h2, h3] at es <;>
      simp only [totalSz, Sz, Fin.sum_univ_four, spinZ, h0, h1, h2, h3,
        Pi.zero_apply] at hs <;>
      simp only [ket, h0, h1, h2, h3] <;>
      first | exact congrArg ψ es | linarith
  · rintro ⟨a, b, c, d, e, f, rfl⟩
    funext s
    cases h0 : s 0 <;> cases h1 : s 1 <;> cases h2 : s 2 <;> cases h3 : s 3 <;>
      simp only [totalSz, Sz, Fin.sum_univ_four, spinZ, ket, h0, h1, h2, h3,
        Pi.zero_apply] <;> ring
```

Applying the bond rules to the six configurations gives \(H\psi=E\psi\) as

\[
\begin{aligned}
Ea&=\tfrac a4+\tfrac b2, & Eb&=-\tfrac{3b}4+\tfrac{a+c+d}2,\\
Ec&=-\tfrac c4+\tfrac{b+e}2, & Ed&=-\tfrac d4+\tfrac{b+e}2,\\
Ee&=-\tfrac{3e}4+\tfrac{c+d+f}2, & Ef&=\tfrac f4+\tfrac e2.
\end{aligned}
\]

```lean
/-- The 6×6 block of the Hamiltonian, as its action on the six amplitudes. -/
theorem chain_ket (a b c d e f : ℝ) :
    chain (ket a b c d e f) = ket (a / 4 + b / 2) (-3 / 4 * b + (a + c + d) / 2)
      (-c / 4 + (b + e) / 2) (-d / 4 + (b + e) / 2)
      (-3 / 4 * e + (c + d + f) / 2) (f / 4 + e / 2) := by
  funext s
  cases h0 : s 0 <;> cases h1 : s 1 <;> cases h2 : s 2 <;> cases h3 : s 3 <;>
    simp [chain, spinDot, Sz, Sp, Sm, spinZ, ket, h0, h1, h2, h3] <;>
    ring
```

Without the condition there would be sixteen amplitudes but no new energies, because each multiplet here has integer spin and so a member at \(S^z=0\); that ladder-operator argument is not formalised here.

## Definite total spin

The condition \(\mathbf S^2\psi=S(S+1)\psi\) fixes the total spin. Its first and last rows are \(2a+b+c+d+e=S(S+1)a\) and \(2f+b+c+d+e=S(S+1)f\); the other rows pair up similarly.

```lean
set_option maxHeartbeats 400000 in
/-- The 6×6 block of the squared total spin, as its action on the six amplitudes. -/
theorem totalSpinSq_ket (a b c d e f : ℝ) :
    totalSpinSq (ket a b c d e f) = ket (2 * a + b + c + d + e) (2 * b + a + c + d + f)
      (2 * c + a + b + e + f) (2 * d + a + b + e + f)
      (2 * e + a + c + d + f) (2 * f + b + c + d + e) := by
  funext s
  cases h0 : s 0 <;> cases h1 : s 1 <;> cases h2 : s 2 <;> cases h3 : s 3 <;>
    simp [totalSpinSq, Fin.sum_univ_four, spinDot, Sz, Sp, Sm, spinZ, ket,
      Function.update_apply, h0, h1, h2, h3] <;>
    ring
```

**Singlets.** Subtracting paired rows gives \(f=a\), \(e=b\), \(d=c\), and then \(c=-a-b\). The first two energy equations become \(b=(2E-\frac12)a\) and \((E+\frac74)b+\frac a2=0\). If \(a=0\), everything vanishes; hence \(E^2+\frac32E-\frac3{16}=0\), which has the two stated roots.

The tactic `linear_combination` carries out this elimination. Given multipliers for known equations, it subtracts their combination from the goal and lets `ring` check that the remainder is identically zero. In `key`, the multipliers of `k2` and `k1` eliminate \(b\), and `hs` supplies \((\sqrt3)^2=3\), which `ring` does not know.

For the converse, the proof exhibits an eigenvector; dividing it by \(\sqrt{6-24E}\) normalises it.

```lean
/-- The singlet energies are -3/4 ± √3/2. -/
theorem singlet_levels : levels 0 = {-3 / 4 - √3 / 2, -3 / 4 + √3 / 2} := by
  have hs : (√3) ^ 2 = 3 := Real.sq_sqrt (by norm_num)
  ext E
  simp only [Set.mem_insert_iff, Set.mem_singleton_iff]
  constructor
  · rintro ⟨ψ, hn, hz, hS, hH⟩
    obtain ⟨a, b, c, d, e, f, rfl⟩ := totalSz_eq_zero_iff.1 hz
    rw [totalSpinSq_ket, ket_eq_smul_iff] at hS
    rw [chain_ket, ket_eq_smul_iff] at hH
    obtain ⟨s1, s2, s3, s4, s5, s6⟩ := hS
    obtain ⟨h1, h2, -⟩ := hH
    -- a singlet of four spins is even under reversal of all spins
    have hf : f = a := by linarith
    have he : e = b := by linarith
    have hc : c = -a - b := by linarith
    have hd : d = -a - b := by linarith
    have k1 : b = (2 * E - 1 / 2) * a := by linear_combination 2 * h1
    have k2 : (E + 7 / 4) * b + a / 2 = 0 := by
      linear_combination -h2 + (hc + hd) / 2
    have ha : a ≠ 0 := by
      intro ha
      have hb : b = 0 := by rw [k1, ha, mul_zero]
      exact hn (ket_eq_zero_iff.2 ⟨ha, hb, by linarith, by linarith, by linarith, by linarith⟩)
    have key : (E - (-3 / 4 - √3 / 2)) * (E - (-3 / 4 + √3 / 2)) * a = 0 := by
      linear_combination k2 / 2 - (E + 7 / 4) / 2 * k1 - a / 4 * hs
    simpa only [mul_eq_zero, sub_eq_zero, ha, or_false] using key
  · intro h
    have hE : E ^ 2 + 3 / 2 * E - 3 / 16 = 0 := by
      rcases h with rfl | rfl <;> linear_combination hs / 4
    refine ⟨ket 1 (2 * E - 1 / 2) (-1 / 2 - 2 * E) (-1 / 2 - 2 * E) (2 * E - 1 / 2) 1,
      fun h => one_ne_zero (ket_eq_zero_iff.1 h).1,
      totalSz_eq_zero_iff.2 ⟨_, _, _, _, _, _, rfl⟩, ?_, ?_⟩
    · rw [totalSpinSq_ket, ket_eq_smul_iff]
      refine ⟨?_, ?_, ?_, ?_, ?_, ?_⟩ <;> ring
    · rw [chain_ket, ket_eq_smul_iff]
      exact ⟨by ring, by linear_combination (-2) * hE, by linear_combination 2 * hE,
        by linear_combination 2 * hE, by linear_combination (-2) * hE, by ring⟩
```

**Triplets.** The paired sums \(a+f\), \(b+e\), \(c+d\) all vanish, so \(b=(2E-\frac12)a\), \((E+\frac34)b=\frac a2\) and \((E+\frac14)c=0\). If \(a\ne0\), then \(E^2+\frac E2-\frac7{16}=0\), so \(E=-\frac14\pm\frac1{\sqrt2}\). If \(a=0\), then \(b=0\), \(c\ne0\) and \(E=-\frac14\). The normalising divisors are \(\sqrt{6-8E}\) and \(\sqrt2\) respectively.

```lean
/-- The triplet energies are -1/4 and -1/4 ± 1/√2. -/
theorem triplet_levels :
    levels 1 = {-1 / 4 - 1 / √2, -1 / 4, -1 / 4 + 1 / √2} := by
  have ht : (1 / √2) ^ 2 = 1 / 2 := by
    rw [div_pow, Real.sq_sqrt (by norm_num)]
    norm_num
  ext E
  simp only [Set.mem_insert_iff, Set.mem_singleton_iff]
  constructor
  · rintro ⟨ψ, hn, hz, hS, hH⟩
    obtain ⟨a, b, c, d, e, f, rfl⟩ := totalSz_eq_zero_iff.1 hz
    rw [totalSpinSq_ket, ket_eq_smul_iff] at hS
    rw [chain_ket, ket_eq_smul_iff] at hH
    obtain ⟨s1, s2, s3, s4, s5, s6⟩ := hS
    obtain ⟨h1, h2, h3, -⟩ := hH
    -- a triplet state of four spins with zero total Sz is odd under reversal of all spins
    have hf : f = -a := by linarith
    have he : e = -b := by linarith
    have hd : d = -c := by linarith
    have k1 : b = (2 * E - 1 / 2) * a := by linear_combination 2 * h1
    have k2 : (E + 3 / 4) * b = a / 2 := by linear_combination -h2 + hd / 2
    by_cases ha : a = 0
    · have hb : b = 0 := by rw [k1, ha, mul_zero]
      have hc : c ≠ 0 := fun hc => hn (ket_eq_zero_iff.2
        ⟨ha, hb, hc, by linarith, by linarith, by linarith⟩)
      have key : (E - -1 / 4) * c = 0 := by linear_combination -h3 + he / 2
      simp only [mul_eq_zero, sub_eq_zero, hc, or_false] at key
      exact Or.inr (Or.inl key)
    · have key : (E - (-1 / 4 - 1 / √2)) * (E - (-1 / 4 + 1 / √2)) * a = 0 := by
        linear_combination k2 / 2 - (E + 3 / 4) / 2 * k1 - a * ht
      simp only [mul_eq_zero, sub_eq_zero, ha, or_false] at key
      exact key.elim Or.inl fun h => Or.inr (Or.inr h)
  · intro h
    by_cases hq : E = -1 / 4
    · subst hq
      refine ⟨ket 0 0 1 (-1) 0 0, fun h => one_ne_zero (ket_eq_zero_iff.1 h).2.2.1,
        totalSz_eq_zero_iff.2 ⟨_, _, _, _, _, _, rfl⟩, ?_, ?_⟩
      · rw [totalSpinSq_ket, ket_eq_smul_iff]
        norm_num
      · rw [chain_ket, ket_eq_smul_iff]
        norm_num
    · have hE : E ^ 2 + E / 2 - 7 / 16 = 0 := by
        rcases h with h | h | h
        · rw [h]
          linear_combination ht
        · exact absurd h hq
        · rw [h]
          linear_combination ht
      refine ⟨ket 1 (2 * E - 1 / 2) 0 0 (-(2 * E - 1 / 2)) (-1),
        fun h => one_ne_zero (ket_eq_zero_iff.1 h).1,
        totalSz_eq_zero_iff.2 ⟨_, _, _, _, _, _, rfl⟩, ?_, ?_⟩
      · rw [totalSpinSq_ket, ket_eq_smul_iff]
        refine ⟨?_, ?_, ?_, ?_, ?_, ?_⟩ <;> ring
      · rw [chain_ket, ket_eq_smul_iff]
        exact ⟨by ring, by linear_combination (-2) * hE, by ring, by ring,
          by linear_combination 2 * hE, by ring⟩
```

**Quintet.** All six amplitudes are equal, each \(1/\sqrt6\) after normalisation, and the first energy equation gives \(E=\frac14+\frac12\).

```lean
/-- The only quintet energy is 3/4. -/
theorem quintet_levels : levels 2 = {3 / 4} := by
  ext E
  simp only [Set.mem_singleton_iff]
  constructor
  · rintro ⟨ψ, hn, hz, hS, hH⟩
    obtain ⟨a, b, c, d, e, f, rfl⟩ := totalSz_eq_zero_iff.1 hz
    rw [totalSpinSq_ket, ket_eq_smul_iff] at hS
    rw [chain_ket, ket_eq_smul_iff] at hH
    obtain ⟨s1, s2, s3, s4, s5, s6⟩ := hS
    have hb : b = a := by linarith
    have ha : a ≠ 0 := fun ha => hn (ket_eq_zero_iff.2
      ⟨ha, by linarith, by linarith, by linarith, by linarith, by linarith⟩)
    exact mul_right_cancel₀ ha (by linear_combination -hH.1 + hb / 2)
  · rintro rfl
    refine ⟨ket 1 1 1 1 1 1, fun h => one_ne_zero (ket_eq_zero_iff.1 h).1,
      totalSz_eq_zero_iff.2 ⟨_, _, _, _, _, _, rfl⟩, ?_, ?_⟩
    · rw [totalSpinSq_ket, ket_eq_smul_iff]
      norm_num
    · rw [chain_ket, ket_eq_smul_iff]
      norm_num
```

## The same energies without the spin condition

Dropping the condition on \(\mathbf S^2\) loses the multiplet labels but adds no level. Put \(p=a+f\), \(q=b+e\), \(r=c+d\). Adding paired energy equations gives

\[
q=(2E-\tfrac12)p,\quad r=(E+\tfrac34)q-\tfrac p2,\quad (E+\tfrac14)r=q,
\]

and eliminating \(q\) and \(r\) leaves

\[
(E-\tfrac34)(E^2+\tfrac32E-\tfrac3{16})\,p=0.
\]

If \(p=0\), then \(q=r=0\). The differences satisfy \((E^2+\frac E2-\frac7{16})(a-f)=0\), with the triplet quadratic as a factor, and \((E+\frac14)(c-d)=0\). Since \(b-e=(2E-\frac12)(a-f)\), a nonzero eigenstate has \(p\), \(a-f\) or \(c-d\) nonzero, which are the cases in the proof. The converse inclusion reuses the three multiplet theorems.

```lean
/-- The energies of the open four-site chain at zero total Sz are
-3/4 ± √3/2, -1/4 ± 1/√2, -1/4 and 3/4. -/
theorem szZero_spectrum : szZeroLevels =
    {-3 / 4 - √3 / 2, -3 / 4 + √3 / 2, -1 / 4 - 1 / √2, -1 / 4, -1 / 4 + 1 / √2, 3 / 4} := by
  have hs : (√3) ^ 2 = 3 := Real.sq_sqrt (by norm_num)
  have ht : (1 / √2) ^ 2 = 1 / 2 := by
    rw [div_pow, Real.sq_sqrt (by norm_num)]
    norm_num
  have sub : ∀ S, levels S ⊆ szZeroLevels :=
    fun S E ⟨ψ, hn, hz, _, hH⟩ => ⟨ψ, hn, hz, hH⟩
  ext E
  simp only [Set.mem_insert_iff, Set.mem_singleton_iff]
  constructor
  · rintro ⟨ψ, hn, hz, hH⟩
    obtain ⟨a, b, c, d, e, f, rfl⟩ := totalSz_eq_zero_iff.1 hz
    rw [chain_ket, ket_eq_smul_iff] at hH
    obtain ⟨h1, h2, h3, h4, h5, h6⟩ := hH
    -- sums of spin-reversed amplitudes obey a cubic problem
    have p1 : b + e = (2 * E - 1 / 2) * (a + f) := by linear_combination 2 * h1 + 2 * h6
    have p2 : c + d = (E + 3 / 4) * (b + e) - (a + f) / 2 := by linear_combination h2 + h5
    have p3 : (E + 1 / 4) * (c + d) = b + e := by linear_combination -h3 - h4
    -- differences obey a quadratic and a linear one
    have m1 : b - e = (2 * E - 1 / 2) * (a - f) := by linear_combination 2 * h1 - 2 * h6
    have m2 : (E + 3 / 4) * (b - e) = (a - f) / 2 := by linear_combination h5 - h2
    have m3 : (E - -1 / 4) * (c - d) = 0 := by linear_combination h4 - h3
    by_cases hp : a + f = 0
    · by_cases hm : a - f = 0
      · rw [hp, mul_zero] at p1
        rw [hm, mul_zero] at m1
        rw [p1, hp] at p2
        have hw : c - d ≠ 0 := fun hw => hn (ket_eq_zero_iff.2
          ⟨by linarith, by linarith, by linarith, by linarith, by linarith, by linarith⟩)
        simp only [mul_eq_zero, sub_eq_zero.not.1 hw, sub_eq_zero, or_false] at m3
        simp [m3]
      · have key : (E - (-1 / 4 - 1 / √2)) * (E - (-1 / 4 + 1 / √2)) = 0 :=
          (mul_eq_zero.1 (by
            linear_combination m2 / 2 - (E + 3 / 4) / 2 * m1 - (a - f) * ht :
            (E - (-1 / 4 - 1 / √2)) * (E - (-1 / 4 + 1 / √2)) * (a - f) = 0)).resolve_right hm
        rcases mul_eq_zero.1 key with h | h <;> simp [sub_eq_zero.1 h]
    · have key : (E - 3 / 4) * ((E - (-3 / 4 - √3 / 2)) * (E - (-3 / 4 + √3 / 2))) = 0 :=
        (mul_eq_zero.1 (by
          linear_combination p3 / 2 - (E + 1 / 4) / 2 * p2
            - ((E + 1 / 4) * (E + 3 / 4) - 1) / 2 * p1 - (E - 3 / 4) * (a + f) / 4 * hs :
          (E - 3 / 4) * ((E - (-3 / 4 - √3 / 2)) * (E - (-3 / 4 + √3 / 2))) * (a + f)
            = 0)).resolve_right hp
      rcases mul_eq_zero.1 key with h | h
      · simp [sub_eq_zero.1 h]
      · rcases mul_eq_zero.1 h with h | h <;> simp [sub_eq_zero.1 h]
  · rintro (rfl | rfl | rfl | rfl | rfl | rfl)
    · exact sub 0 (by rw [singlet_levels]; simp)
    · exact sub 0 (by rw [singlet_levels]; simp)
    · exact sub 1 (by rw [triplet_levels]; simp)
    · exact sub 1 (by rw [triplet_levels]; simp)
    · exact sub 1 (by rw [triplet_levels]; simp)
    · exact sub 2 (by rw [quintet_levels]; simp)
```

The sets record values, not multiplicities. For the gap, `sInf` picks the lowest energy of each multiplet type; both sets are finite and nonempty, so it is attained. Subtraction gives

\[
\left(-\tfrac14-\tfrac1{\sqrt2}\right)-\left(-\tfrac34-\tfrac{\sqrt3}2\right)
=\tfrac{\sqrt3}2+\tfrac12-\tfrac1{\sqrt2}.
\]

`IsLeast` states that the lower singlet is also the lowest level of the whole sector; simple bounds on the square roots settle the ordering.

```lean
/-- The lowest energy at zero total Sz is -3/4 - √3/2, and the lowest triplet lies
√3/2 + 1/2 - 1/√2 above the lowest singlet. -/
theorem singlet_triplet_gap : IsLeast szZeroLevels (-3 / 4 - √3 / 2) ∧
    sInf (levels 1) - sInf (levels 0) = √3 / 2 + 1 / 2 - 1 / √2 := by
  have hs : (√3) ^ 2 = 3 := Real.sq_sqrt (by norm_num)
  have ht : (1 / √2) ^ 2 = 1 / 2 := by
    rw [div_pow, Real.sq_sqrt (by norm_num)]
    norm_num
  have s0 : 0 ≤ √3 := Real.sqrt_nonneg 3
  have t0 : 0 ≤ 1 / √2 := by positivity
  have s1 : 1 ≤ √3 := by nlinarith
  have t1 : 1 / √2 ≤ 1 := by nlinarith
  have l0 : IsLeast (levels 0) (-3 / 4 - √3 / 2) := by
    rw [singlet_levels]
    refine ⟨by simp, ?_⟩
    rintro x (rfl | rfl) <;> linarith
  have l1 : IsLeast (levels 1) (-1 / 4 - 1 / √2) := by
    rw [triplet_levels]
    refine ⟨by simp, ?_⟩
    rintro x (rfl | rfl | rfl) <;> linarith
  constructor
  · rw [szZero_spectrum]
    refine ⟨by simp, ?_⟩
    rintro x (rfl | rfl | rfl | rfl | rfl | rfl) <;> linarith
  · rw [l0.csInf_eq, l1.csInf_eq]
    ring

end

end HeisenbergTetramer
```

```lean
#print axioms HeisenbergTetramer.singlet_triplet_gap
```

```
'HeisenbergTetramer.singlet_triplet_gap' depends on axioms: [propext, Classical.choice, Quot.sound]
```
